# The Schwarz estimate for two equal s-type Gaussian charge distributions stays constant while their repulsion decays with distance

An integral code that takes the Schwarz estimate as a measure of size can keep computing repulsions that distance has already made negligible. Consider many copies of one s-type Gaussian charge distribution, spread over a large region. If the self-repulsion of one copy is above the screening threshold, the Schwarz test retains every pair of copies, including any whose repulsion is far below the threshold. The test introduces no error here, since it discards nothing. The loss is in computing time, and the length of the surviving list is only an upper limit on the number of repulsions that reach the threshold.

## A constant bound on a decaying repulsion

Let two equal s distributions, each a single spherical Gaussian, sit at the points $A$ and $B$ in three-dimensional space, at distance $R = |A-B|$. Their Coulomb repulsion is

$$
(A|B) = V(R) = c\,F_0(\rho R^2), \qquad F_0(x) = \int_0^1 e^{-x t^2}\,dt ,
$$

with constants $c > 0$ and $\rho > 0$. The function $F_0$ is the Boys function of order zero. The constant $c$ is the repulsion at zero distance, that is, the self-repulsion of one distribution. The constant $\rho$ is an inverse squared length set by the width: for two Gaussians $e^{-p r^2}$ with the same exponent $p$, it is $\rho = p/2$. If each distribution carries the charge $q$, then $c = 2q^2\sqrt{\rho/\pi}$ in atomic units.

The Schwarz estimate is built from the two self-repulsions:

$$
S(A,B) = \sqrt{(A|A)}\,\sqrt{(B|B)} .
$$

For this model, three statements hold together:

$$
V(R) \le S(A,B), \qquad S(A,B) = c \ \text{ for all } A, B, \qquad \frac{V(R)}{V(0)} \to 0 \ \text{ as } R \to \infty .
$$

The bound is therefore valid everywhere and exact at $R = 0$, and its relative overestimate grows without limit as the distributions move apart.

## What the threshold test retains

In a two-electron integral over Gaussian basis functions, each charge distribution is a product of two basis functions. The product of two s Gaussians is again an s Gaussian, centred between them, with a prefactor that falls off as the two functions separate. The Schwarz estimate sees this prefactor, because it enters the self-repulsion. It doesn't see the distance between one product and the other.

The simplest Schwarz test in a direct self-consistent-field code, without any weighting by density-matrix elements, computes the self-repulsions once, multiplies their square roots, and skips an integral when the result is below a threshold $\tau$. For equal s distributions with $\tau < c$, this test skips nothing. With $N$ such distributions it retains all $N(N+1)/2$ pairs, whatever the size of the system. A distance-dependent rejection has to take its decay from other information, such as the centres and widths of the distributions.

How much there is to gain depends on the ratio $c/\tau$. Since the Gaussian integral in the derivation below is cut off at $R$, it is smaller than its full value, and so $V(R) < c\sqrt{\pi/\rho}/(2R)$ for $R > 0$. The repulsion is thus below $\tau$ once

$$
R \ge \frac{c}{\tau}\,\frac{1}{2}\sqrt{\frac{\pi}{\rho}} .
$$

For $\rho = 1$ in atomic units and $c = 10\,\tau$, this distance is about 8.9 bohr. For $c = 10^6\,\tau$ it is about $8.9\times 10^5$ bohr, or 47 micrometres, far larger than the molecules treated in such calculations. For charged distributions of this width, then, rejection by distance pays within a molecule only when the Schwarz estimate is not far above the threshold. This explicit distance is an estimate by hand; the Lean theorems state only that a sufficient distance exists.

## From the Boys function to the Coulomb tail

**Zero distance.** At $x = 0$ the integrand of $F_0$ is one, so

$$
F_0(0) = \int_0^1 1\,dt = 1, \qquad V(0) = c .
$$

Every distribution has distance zero from itself. Hence $(A|A) = (B|B) = c$, and $S(A,B) = \sqrt{c}\,\sqrt{c} = c$ for any two centres.

**The upper bound.** For $x \ge 0$ the exponent $-xt^2$ is never positive, so $e^{-xt^2} \le 1$ on the whole interval. Integration gives $F_0(x) \le 1$. With $x = \rho R^2 \ge 0$ and $c > 0$,

$$
V(R) = c\,F_0(\rho R^2) \le c = S(A,B) .
$$

**The substitution.** Multiply the Boys function by $R > 0$ and set $u = Rt$, so that $du = R\,dt$ and $\rho R^2 t^2 = \rho u^2$. The limits $t = 0$ and $t = 1$ become $u = 0$ and $u = R$:

$$
R\,F_0(\rho R^2) = \int_0^1 e^{-\rho R^2 t^2}\,R\,dt = \int_0^R e^{-\rho u^2}\,du .
$$

At $R = 0$ both sides are zero. The distance has moved from the integrand to the upper limit, where its effect is easy to read off.

**The tail.** As $R \to \infty$, the right-hand side tends to the half-line Gaussian integral:

$$
\int_0^\infty e^{-\rho u^2}\,du = \frac{1}{2}\sqrt{\frac{\pi}{\rho}}, \qquad \text{so} \qquad R\,V(R) \to \frac{c}{2}\sqrt{\frac{\pi}{\rho}} .
$$

With $c = 2q^2\sqrt{\rho/\pi}$ the limit is $q^2$. At large distance the two clouds repel like point charges.

**The decay.** Write the repulsion as a product of a factor with a finite limit and a factor that vanishes:

$$
V(R) = \bigl(R\,V(R)\bigr)\cdot\frac{1}{R} \to \frac{c}{2}\sqrt{\frac{\pi}{\rho}}\cdot 0 = 0 .
$$

Division by $V(0) = c$ gives $V(R)/V(0) \to 0$.

**Fractions and thresholds.** Take any $\varepsilon > 0$. Since $V(R) \to 0$ and $\varepsilon c > 0$, there is a distance $R_0$ such that $V(R) < \varepsilon c$ for all $R \ge R_0$. The repulsion depends on the centres only through their distance, so the same $R_0$ serves all pairs:

$$
|A - B| \ge R_0 \quad\Longrightarrow\quad (A|B) < \varepsilon\,S(A,B) .
$$

For a threshold $0 < \tau < c$, the same argument with $\tau$ in place of $\varepsilon c$ gives a distance beyond which every repulsion is below $\tau$. The Schwarz estimate is still $c > \tau$ there.

## Definitions and proofs in Lean

```lean
import Mathlib

open Filter Topology

namespace SchwarzScreeningDistance

noncomputable section

/-- Three-dimensional space, in which the distributions are centred. -/
abbrev Space := EuclideanSpace ℝ (Fin 3)

/-- The Boys function of order zero, `F₀(x) = ∫₀¹ exp(-x t²) dt`. -/
def boysZero (x : ℝ) : ℝ := ∫ t in (0 : ℝ)..1, Real.exp (-x * t ^ 2)

/-- The repulsion `V(R) = c F₀(ρ R²)` of two equal s distributions at distance `R`. -/
def repulsion (c ρ R : ℝ) : ℝ := c * boysZero (ρ * R ^ 2)

/-- The repulsion integral of two equal s distributions centred at `A` and `B`. -/
def coulomb (c ρ : ℝ) (A B : Space) : ℝ := repulsion c ρ (dist A B)

/-- The Schwarz estimate: the product of the square roots of the two self-repulsions. -/
def schwarzEstimate (c ρ : ℝ) (A B : Space) : ℝ :=
  √(coulomb c ρ A A) * √(coulomb c ρ B B)

/-- The Boys function of order zero equals one at the origin. -/
theorem boysZero_zero : boysZero 0 = 1 := by
  simp [boysZero]

/-- The Boys function of order zero is at most one for non-negative argument. -/
theorem boysZero_le_one {x : ℝ} (hx : 0 ≤ x) : boysZero x ≤ 1 := by
  have h : boysZero x ≤ ∫ _t in (0 : ℝ)..1, (1 : ℝ) := by
    unfold boysZero
    apply intervalIntegral.integral_mono_on (by norm_num)
    · exact Continuous.intervalIntegrable (by fun_prop) _ _
    · exact Continuous.intervalIntegrable (by fun_prop) _ _
    · intro t _
      apply Real.exp_le_one_iff.mpr
      nlinarith [mul_nonneg hx (sq_nonneg t)]
  simpa using h

/-- Distance times the Boys function is a Gaussian integral that runs up to that distance. -/
theorem mul_boysZero (ρ R : ℝ) :
    R * boysZero (ρ * R ^ 2) = ∫ u in (0 : ℝ)..R, Real.exp (-ρ * u ^ 2) := by
  -- substitute u = R t
  have h := intervalIntegral.smul_integral_comp_mul_left (a := 0) (b := 1)
    (f := fun u : ℝ => Real.exp (-ρ * u ^ 2)) (c := R)
  simp only [smul_eq_mul, mul_zero, mul_one] at h
  unfold boysZero
  rw [← h]
  congr 1
  refine intervalIntegral.integral_congr fun t _ => ?_
  show Real.exp (-(ρ * R ^ 2) * t ^ 2) = Real.exp (-ρ * (R * t) ^ 2)
  congr 1
  ring

/-- Coulomb tail: `R V(R)` tends to `c √(π/ρ) / 2` at large distance. -/
theorem coulomb_tail (c : ℝ) {ρ : ℝ} (hρ : 0 < ρ) :
    Tendsto (fun R => R * repulsion c ρ R) atTop (𝓝 (c * (√(Real.pi / ρ) / 2))) := by
  have h := MeasureTheory.intervalIntegral_tendsto_integral_Ioi (0 : ℝ)
    (integrable_exp_neg_mul_sq hρ).integrableOn tendsto_id
  rw [integral_gaussian_Ioi] at h
  refine (h.const_mul c).congr fun R => ?_
  show c * (∫ u in (0 : ℝ)..R, Real.exp (-ρ * u ^ 2)) = R * (c * boysZero (ρ * R ^ 2))
  rw [← mul_boysZero]
  ring

/-- The repulsion of the two distributions tends to zero at large distance. -/
theorem repulsion_tendsto_zero (c : ℝ) {ρ : ℝ} (hρ : 0 < ρ) :
    Tendsto (repulsion c ρ) atTop (𝓝 0) := by
  -- divide the finite limit of R V(R) by R
  have h := (coulomb_tail c hρ).mul (tendsto_inv_atTop_zero (𝕜 := ℝ))
  rw [mul_zero] at h
  refine h.congr' ?_
  filter_upwards [eventually_gt_atTop (0 : ℝ)] with R hR
  have hR' : R ≠ 0 := hR.ne'
  field_simp

/-- The Schwarz estimate equals `c` wherever the two distributions are centred. -/
theorem schwarzEstimate_eq {c : ℝ} (hc : 0 ≤ c) (ρ : ℝ) (A B : Space) :
    schwarzEstimate c ρ A B = c := by
  have h : ∀ P : Space, coulomb c ρ P P = c := by
    intro P
    simp [coulomb, repulsion, boysZero_zero]
  rw [schwarzEstimate, h A, h B, Real.mul_self_sqrt hc]

/-- The Schwarz estimate is an upper bound equal to `c` for all centres, while `V(R)/V(0)` tends
to zero and the repulsion falls below any given fraction of the estimate at large distance. -/
theorem schwarz_misses_distance_decay {c ρ : ℝ} (hc : 0 < c) (hρ : 0 < ρ) :
    (∀ A B : Space, coulomb c ρ A B ≤ schwarzEstimate c ρ A B ∧ schwarzEstimate c ρ A B = c) ∧
    Tendsto (fun R => repulsion c ρ R / repulsion c ρ 0) atTop (𝓝 0) ∧
    ∀ ε > 0, ∃ R₀ : ℝ, ∀ A B : Space, R₀ ≤ dist A B →
      coulomb c ρ A B < ε * schwarzEstimate c ρ A B := by
  refine ⟨fun A B => ⟨?_, schwarzEstimate_eq hc.le ρ A B⟩, ?_, ?_⟩
  · -- the bound holds because F₀ never exceeds one
    rw [schwarzEstimate_eq hc.le]
    have h := boysZero_le_one (mul_nonneg hρ.le (sq_nonneg (dist A B)))
    exact mul_le_of_le_one_right hc.le h
  · have h := (repulsion_tendsto_zero c hρ).div_const (repulsion c ρ 0)
    rwa [zero_div] at h
  · intro ε hε
    obtain ⟨R₀, h⟩ := eventually_atTop.mp
      ((repulsion_tendsto_zero c hρ).eventually_lt_const (mul_pos hε hc))
    refine ⟨R₀, fun A B hAB => ?_⟩
    rw [schwarzEstimate_eq hc.le]
    exact h _ hAB

/-- For a threshold `τ` between zero and `c`, the Schwarz estimate exceeds `τ` for every pair of
centres, although the repulsion of all sufficiently distant pairs is below `τ`. -/
theorem schwarz_screening_never_discards {c ρ τ : ℝ} (hρ : 0 < ρ) (hτ : 0 < τ) (hτc : τ < c) :
    (∀ A B : Space, τ < schwarzEstimate c ρ A B) ∧
    ∃ R₀ : ℝ, ∀ A B : Space, R₀ ≤ dist A B → coulomb c ρ A B < τ := by
  constructor
  · intro A B
    rw [schwarzEstimate_eq (hτ.trans hτc).le]
    exact hτc
  · obtain ⟨R₀, h⟩ := eventually_atTop.mp
      ((repulsion_tendsto_zero c hρ).eventually_lt_const hτ)
    exact ⟨R₀, fun A B hAB => h _ hAB⟩

end

end SchwarzScreeningDistance
```

```lean
#print axioms SchwarzScreeningDistance.schwarz_misses_distance_decay
#print axioms SchwarzScreeningDistance.schwarz_screening_never_discards
```

```
'SchwarzScreeningDistance.schwarz_misses_distance_decay' depends on axioms: [propext, Classical.choice, Quot.sound]
'SchwarzScreeningDistance.schwarz_screening_never_discards' depends on axioms: [propext, Classical.choice, Quot.sound]
```

## The theorems in words

Centres are points of `Space`, three-dimensional Euclidean space, and `dist A B` is the ordinary distance between them. The function `boysZero` is $F_0$, written as an integral from 0 to 1. The function `repulsion c ρ R` is $V(R)$, and `coulomb c ρ A B` is the same quantity as a function of two centres, $(A|B)$.

The definition `schwarzEstimate` multiplies the square roots of `coulomb c ρ A A` and `coulomb c ρ B B`. The constant $c$ enters it only as a parameter of the repulsion. That the estimate is constant is therefore a theorem, `schwarzEstimate_eq`, and not a consequence of naming a constant "estimate".

The main theorem, `schwarz_misses_distance_decay`, assumes $c > 0$ and $\rho > 0$ and has three parts:

1. For all centres $A$ and $B$, the repulsion is at most the Schwarz estimate, and the estimate equals $c$.
2. The ratio $V(R)/V(0)$ tends to zero as $R$ tends to infinity. The denominator is $c$, which is positive.
3. For every $\varepsilon > 0$ there is a distance $R_0$ such that all pairs of centres at least $R_0$ apart have a repulsion below $\varepsilon$ times their estimate.

The order of the quantifiers in the third part carries its content. Suppose the statement were written as "for all $A$ and $B$ there is an $R_0$ such that $R_0 \le |A-B|$ implies the inequality". It would look much the same and say nothing: for given centres, choose $R_0$ larger than their distance, and the implication holds because its premise is false. In the file, `∃ R₀` stands before `∀ A B`, so a single distance must work for every pair.

The theorem `schwarz_screening_never_discards` is the version for a threshold. It assumes $\rho > 0$ and $0 < \tau < c$. The estimate is then strictly above $\tau$ for every pair of centres, so the test retains the pair whether it compares with `<` or with `≤`. The second part again supplies one distance beyond which all repulsions are below $\tau$.

## How the Lean proof follows the derivation

The theorem `boysZero_zero` evaluates the integral of the constant one. In `boysZero_le_one`, the lemma `intervalIntegral.integral_mono_on` turns a pointwise inequality between integrands into an inequality between integrals. It asks for both integrands to be integrable, which follows from continuity, and for $e^{-xt^2} \le 1$ at each $t$, which reduces to the sign of the exponent.

The substitution $u = Rt$ is `mul_boysZero`. The library lemma `intervalIntegral.smul_integral_comp_mul_left` supplies the change of variables with the factor $R$ on the left. In this form it holds for every real $R$, so $R = 0$ needs no separate treatment. What remains is to match the exponents $\rho R^2 t^2$ and $\rho (Rt)^2$, which `ring` does.

In `coulomb_tail`, the integral up to $R$ converges to the integral over the half-line because the Gaussian is integrable, and `integral_gaussian_Ioi` gives the value $\sqrt{\pi/\rho}/2$. Multiplication by $c$ and the previous identity turn this into the limit of $R\,V(R)$.

The theorem `repulsion_tendsto_zero` multiplies that limit by the limit of $1/R$. Cancelling $R$ against $1/R$ requires $R \neq 0$. The proof therefore restricts attention to $R > 0$ through `eventually_gt_atTop`, which is enough for a limit at infinity.

The main theorem assembles these results. Its first part combines $F_0 \le 1$ with the constant value of the estimate, and its second part divides the limit by $V(0)$. For the third part, `eventually_lt_const` states that $V(R)$ is eventually below $\varepsilon c$, and `eventually_atTop` extracts the distance $R_0$ from that statement. The threshold theorem uses the same two steps with $\tau$.

## Equal widths, s type, exact arithmetic

The theorems concern two distributions with the same $c$ and the same $\rho$. They don't treat unequal widths, contracted functions or higher angular momentum. Distributions without net charge, whose Coulomb interaction falls off faster than $1/R$, are also absent from the model.

The formula $V(R) = c\,F_0(\rho R^2)$ enters as a definition. It stands for the six-dimensional Coulomb integral over two Gaussian charge clouds, and the file doesn't derive it from that integral. The constants $c$ and $\rho$ are independent positive numbers there, although the exponent and charge of a real distribution fix both.

The upper bound is likewise proved for this model alone, from $F_0 \le 1$. The Cauchy–Schwarz inequality for the Coulomb interaction, on which a code relies for arbitrary distributions, is not used and not established.

All quantities are exact real numbers. Rounding in a numerical Boys function, or in stored self-repulsions close to the threshold, has to be controlled separately.
